# The untruncated coupled-cluster left state of two non-interacting fragments is a product, not a sum

Let $A$ and $B$ be square matrices over a field $K$, indexed by finite sets $m$ and $n$, let $e_A$, $e_B$ be the unit row vectors on chosen basis states $i_0 \in m$, $j_0 \in n$, and let $l_A$, $l_B$ be row vectors of matching size. If $e_A + l_A$ and $e_B + l_B$ are left eigenvectors of $A$ and $B$ with eigenvalues $a$ and $b$, then the product bra

$$P = (e_A + l_A) \otimes (e_B + l_B)$$

is a left eigenvector of $M = A \otimes 1 + 1 \otimes B$ with eigenvalue $a + b$, and $P$ equals the additive bra

$$S = e_A \otimes e_B + l_A \otimes e_B + e_A \otimes l_B$$

if and only if $l_A = 0$ or $l_B = 0$.

In coupled-cluster theory, with Hamiltonian $H$, reference $|0\rangle$, cluster operator $T$ and de-excitation operator $\Lambda$, the Lagrangian is $\langle 0|(1+\Lambda)\bar H|0\rangle$ with $\bar H = \exp(-T) H \exp(T)$, and its stationarity in $\Lambda$ (the amplitude equations) together with its stationarity in $T$ makes $\langle 0|(1+\Lambda)$ a left eigenvector of $\bar H$ projected on the reference and the included excitations, which is the whole space when nothing is truncated. Here $A$ and $B$ play the two fragments' $\bar H$, and $e + l$ plays $\langle 0|(1+\Lambda)$. For non-interacting fragments in a finite, untruncated product basis, with a non-degenerate energy of the pair so that its left state is $P$ up to a factor, the result shows that adding the fragments' $\Lambda$ amplitudes leaves out the term $l_A \otimes l_B$ of the pair's left state. This link to the Lagrangian, like the array picture further down, is background that Lean has not checked.

## Derivation by hand

A row vector $u$ has components $u(i)$, and $(u \otimes v)(i,j) = u(i)\,v(j)$. The matrix $A \otimes B$ has the entry $A_{ij}B_{kl}$ in row $(i,k)$ and column $(j,l)$.

Step 1. A product operator acts factor by factor:

$$[(u \otimes v)(A \otimes B)](j,l) = \sum_{i,k} u(i)v(k)A_{ij}B_{kl} = \Big(\sum_i u(i)A_{ij}\Big)\Big(\sum_k v(k)B_{kl}\Big),$$

so $(u \otimes v)(A \otimes B) = uA \otimes vB$. Taking one factor equal to the identity, twice, gives $(u \otimes v)M = uA \otimes v + u \otimes vB$.

Step 2. If $u(i) \ne 0$ and $v(j) \ne 0$ then $u(i)v(j) \ne 0$ in a field. Hence $u \otimes v = 0$ exactly when $u = 0$ or $v = 0$.

Step 3. With $u = e_A + l_A$ and $v = e_B + l_B$, step 1 gives $PM = au \otimes v + u \otimes bv = (a+b)P$, and $P \ne 0$ by step 2. Multiplying out, $P = S + l_A \otimes l_B$. So $P = S$ exactly when $l_A \otimes l_B = 0$, and step 2 finishes the proof.

Four consequences follow. The first three assume that the amplitudes have no reference component, $l_A(i_0) = 0$ and $l_B(j_0) = 0$.

(i) $S$ is a product of some two vectors if and only if $l_A = 0$ or $l_B = 0$. The assumption gives $S(i_0,j_0) = 1$, $S(i,j_0) = e_A(i) + l_A(i)$ and $S(i_0,j) = e_B(j) + l_B(j)$. If $S = u \otimes v$, then $S(i,j)\,S(i_0,j_0) = S(i,j_0)\,S(i_0,j)$, both sides being $u(i)u(i_0)v(j)v(j_0)$. This reads $S(i,j) = P(i,j)$, so $l_A(i)\,l_B(j) = 0$ for all $i, j$. Conversely, if one amplitude vector vanishes, $S = P$ is a product.

(ii) Let the eigenvector hypotheses hold and let any two left eigenvectors of $M$ for $a+b$ be proportional. Then $S$ is a left eigenvector for $a + b$ if and only if $l_A = 0$ or $l_B = 0$. If $S$ is one, then $S = cP = [c(e_A + l_A)] \otimes (e_B + l_B)$ for a scalar $c$, and (i) applies. Conversely $S = P$ is an eigenvector by step 3.

(iii) Write $\langle w|V|0\rangle$ for the component of $wV$ on the reference state. For fragment operators $V_A$, $V_B$ and $V = V_A \otimes 1 + 1 \otimes V_B$, step 1 gives $\langle u \otimes v|V|0\rangle = \langle u|V_A|0\rangle\, v(j_0) + u(i_0)\,\langle v|V_B|0\rangle$. For $P$ both reference components are $1$, and the value is $\langle e_A + l_A|V_A|0\rangle + \langle e_B + l_B|V_B|0\rangle$. For the cross term $l_A \otimes l_B$ both are $0$, so $S = P - l_A \otimes l_B$ gives the same value.

(iv) For $V_A \otimes V_B$, with no condition on the amplitudes, $\langle u \otimes v|V_A \otimes V_B|0\rangle = \langle u|V_A|0\rangle\langle v|V_B|0\rangle$. So $P$ gives the product of the fragment values and $S$ gives that product minus $\langle l_A|V_A|0\rangle\langle l_B|V_B|0\rangle$.

In a program, a bra of the pair can be stored as an $m \times n$ array $W$, and $wM$ becomes $A^{\mathsf T}W + WB$. The bra $P$ is the outer product of the two fragment bras. In an untruncated calculation on two separated fragments with a non-degenerate energy, and with $W$ the pair's left state for that energy, normalised to $W(i_0,j_0) = 1$, the block of $W$ with $i \ne i_0$ and $j \ne j_0$ should therefore equal the outer product of $l_A$ and $l_B$, whereas $S$ has zeros there.

## Formal development

```lean
import Mathlib

open Matrix
open scoped Kronecker

namespace LambdaSeparability

variable {K m n : Type*} [Field K]
```

The types `m` and `n` index the two bases, and `K` is any field, so real and complex amplitudes are both covered. No conjugation and no inner product occur, and no matrix is assumed Hermitian, which suits $\bar H$.

```lean
/-- Kronecker product of a vector of fragment A and a vector of fragment B. -/
def kron (u : m → K) (v : n → K) : m × n → K := fun p => u p.1 * v p.2
```

A bra of the pair is a function on all of `m × n`. Every simultaneous excitation of the two fragments is therefore available, and a pair space truncated by excitation level is not described. The product is a plain tensor product, without fermionic signs.

```lean
/-- `w` is a nonzero row vector with `w M = E w`. -/
def IsLeftEig [Fintype m] (w : m → K) (M : Matrix m m K) (E : K) : Prop :=
  w ≠ 0 ∧ w ᵥ* M = E • w
```

Mathlib's `w ᵥ* M` is the row vector with components $\sum_i w(i)M_{ij}$. The eigenvector equation enters the theorems as a hypothesis; the Lagrangian, $T$ and the derivation of the $\Lambda$ equations do not appear.

```lean
/-- Any two left eigenvectors of `M` with eigenvalue `E` are proportional. -/
def Nondegenerate [Fintype m] (M : Matrix m m K) (E : K) : Prop :=
  ∀ w w', IsLeftEig w M E → IsLeftEig w' M E → ∃ c : K, w = c • w'
```

This bounds the dimension of the left eigenspace by one. It says nothing of the algebraic multiplicity, and it holds vacuously when `E` is not an eigenvalue.

```lean
/-- The matrix element `⟨w| V |i0⟩` between a bra `w` and the basis state `i0`. -/
def expval [Fintype m] (w : m → K) (V : Matrix m m K) (i0 : m) : K := (w ᵥ* V) i0
```

`expval w V i0` is $\langle w|V|0\rangle$. The ket is the bare reference, so `V` is to be read as the transformed operator $\exp(-T)V\exp(T)$. Nothing is divided by the overlap $w(i_0)$; when the amplitudes have no reference component this overlap is $1$ for $e_A + l_A$, $e_B + l_B$, $P$ and $S$, and the matrix element is already the normalised value.

```lean
/-- A Kronecker product vanishes exactly when one of its factors vanishes. -/
theorem kron_eq_zero_iff (u : m → K) (v : n → K) : kron u v = 0 ↔ u = 0 ∨ v = 0 := by
  constructor
  · intro h
    by_contra hne
    obtain ⟨hu, hv⟩ := not_or.mp hne
    obtain ⟨i, hi⟩ := Function.ne_iff.mp hu
    obtain ⟨j, hj⟩ := Function.ne_iff.mp hv
    exact mul_ne_zero hi hj (congrFun h (i, j))
  · rintro (h | h) <;> subst h <;> ext p <;> simp [kron]
```

This is step 2. `Function.ne_iff` extracts components `i` and `j` at which the two nonzero vectors are nonzero, and `mul_ne_zero` contradicts the vanishing of the component `(i, j)`.

```lean
/-- A product operator acts on a product bra factor by factor:
`(u ⊗ v)(A ⊗ B) = uA ⊗ vB`. -/
theorem kron_vecMul [Fintype m] [Fintype n] (u : m → K) (v : n → K)
    (A : Matrix m m K) (B : Matrix n n K) :
    kron u v ᵥ* (A ⊗ₖ B) = kron (u ᵥ* A) (v ᵥ* B) := by
  ext ⟨j, l⟩
  simp only [kron, Matrix.vecMul, dotProduct, Fintype.sum_prod_type,
    Matrix.kroneckerMap_apply, Finset.sum_mul_sum]
  exact Finset.sum_congr rfl fun i _ => Finset.sum_congr rfl fun k _ => by ring
```

This is step 1 with the same indices. `Fintype.sum_prod_type` splits the sum over pairs into a double sum, `Finset.sum_mul_sum` expands the product of sums on the right, and `ring` reorders the four factors term by term.

```lean
variable [DecidableEq m] [DecidableEq n]

/-- The reference state `e0`: the unit vector on the basis state `i0`. -/
def ref (i0 : m) : m → K := Pi.single i0 1
```

Both $e_A$ and $e_B$ are written with `ref`, as `ref i0` and `ref j0`.

```lean
/-- The operator `A ⊗ 1 + 1 ⊗ B` of two non-interacting fragments. -/
def kronSum (A : Matrix m m K) (B : Matrix n n K) : Matrix (m × n) (m × n) K :=
  A ⊗ₖ (1 : Matrix n n K) + (1 : Matrix m m K) ⊗ₖ B
```

That the pair's operator has this form is the definition of "non-interacting" in the model, and it is not derived from a Hamiltonian. The same definition serves for $M$ and for the additive operator of (iii).

```lean
/-- The bra with additive amplitudes, `e0 ⊗ e0 + lA ⊗ e0 + e0 ⊗ lB`. -/
def additiveBra (i0 : m) (j0 : n) (lA : m → K) (lB : n → K) : m × n → K :=
  kron (ref i0) (ref j0) + kron lA (ref j0) + kron (ref i0) lB
```

This is $S$, the bra $\langle 0|(1 + \Lambda_A + \Lambda_B)$ built from the two fragments' de-excitation operators.

```lean
/-- The product of the fragment bras is the additive bra plus the cross term `lA ⊗ lB`. -/
theorem product_eq_additive_add (i0 : m) (j0 : n) (lA : m → K) (lB : n → K) :
    kron (ref i0 + lA) (ref j0 + lB) = additiveBra i0 j0 lA lB + kron lA lB := by
  ext p
  simp only [additiveBra, kron, Pi.add_apply]
  ring
```

The identity $P = S + l_A \otimes l_B$ is checked on an arbitrary component `p`, where it is distributivity.

```lean
/-- If `lA` and `lB` have no reference component, the additive bra is a Kronecker product
of some two vectors exactly when `lA` or `lB` vanishes. -/
theorem additive_isProduct_iff (i0 : m) (j0 : n) (lA : m → K) (lB : n → K)
    (h0A : lA i0 = 0) (h0B : lB j0 = 0) :
    (∃ u v, additiveBra i0 j0 lA lB = kron u v) ↔ lA = 0 ∨ lB = 0 := by
  constructor
  · rintro ⟨u, v, h⟩
    rw [← kron_eq_zero_iff]
    ext ⟨i, j⟩
    have a0 : (ref i0 : m → K) i0 = 1 := by simp [ref]
    have b0 : (ref j0 : n → K) j0 = 1 := by simp [ref]
    -- the 2 × 2 minor on rows i, i0 and columns j, j0 of a product vanishes
    have h1 := congrFun h (i, j)
    have h2 := congrFun h (i0, j0)
    have h3 := congrFun h (i, j0)
    have h4 := congrFun h (i0, j)
    simp only [additiveBra, kron, Pi.add_apply, a0, b0, h0A, h0B, Pi.zero_apply]
      at h1 h2 h3 h4 ⊢
    linear_combination ((ref j0 : n → K) j + lB j) * h3 + (u i * v j0) * h4 - h1
      - (u i * v j) * h2
  · intro h
    refine ⟨ref i0 + lA, ref j0 + lB, ?_⟩
    rw [product_eq_additive_add, (kron_eq_zero_iff _ _).2 h, add_zero]
```

This is (i), with `h0A` and `h0B` the conditions $l_A(i_0) = 0$ and $l_B(j_0) = 0$. The hypotheses `h1` to `h4` are the components $(i,j)$, $(i_0,j_0)$, $(i,j_0)$, $(i_0,j)$ of $S = u \otimes v$, and the goal is $l_A(i)\,l_B(j) = 0$.

The closing tactic is worth reusing. An equation between vectors is evaluated with `congrFun` at the few components that matter, and `linear_combination` is given multipliers that may themselves be polynomials in the unknowns; it subtracts that combination of hypotheses from the goal and lets `ring` verify the remainder. Here the multiples of `h3` and `h4` together turn $P(i,j) = S(i,j_0)S(i_0,j)$ into $u(i)v(j_0)u(i_0)v(j)$, the multiple of `h2` turns this into $u(i)v(j)$, and `h1` identifies that with $S(i,j)$. No division and no case split on $i = i_0$ is needed.

```lean
variable [Fintype m] [Fintype n]

/-- Action of the sum operator on a product bra:
`(u ⊗ v)(A ⊗ 1 + 1 ⊗ B) = uA ⊗ v + u ⊗ vB`. -/
theorem kron_vecMul_kronSum (u : m → K) (v : n → K) (A : Matrix m m K) (B : Matrix n n K) :
    kron u v ᵥ* kronSum A B = kron (u ᵥ* A) v + kron u (v ᵥ* B) := by
  unfold kronSum
  simp only [Matrix.vecMul_add, kron_vecMul, Matrix.vecMul_one]
```

This is the second formula of step 1, obtained from `kron_vecMul` and `Matrix.vecMul_one`.

```lean
/-- If `e0 + lA` and `e0 + lB` are left eigenvectors of `A` and `B` with eigenvalues `a` and
`b`, their product is a left eigenvector of `A ⊗ 1 + 1 ⊗ B` with eigenvalue `a + b`; it
equals the additive bra exactly when `lA` or `lB` vanishes. -/
theorem lambda_separability (i0 : m) (j0 : n) (lA : m → K) (lB : n → K)
    (A : Matrix m m K) (B : Matrix n n K) (a b : K)
    (hA : IsLeftEig (ref i0 + lA) A a) (hB : IsLeftEig (ref j0 + lB) B b) :
    IsLeftEig (kron (ref i0 + lA) (ref j0 + lB)) (kronSum A B) (a + b) ∧
      (kron (ref i0 + lA) (ref j0 + lB) = additiveBra i0 j0 lA lB ↔ lA = 0 ∨ lB = 0) := by
  refine ⟨⟨?_, ?_⟩, ?_⟩
  · intro h
    rcases (kron_eq_zero_iff _ _).1 h with h | h
    · exact hA.1 h
    · exact hB.1 h
  · rw [kron_vecMul_kronSum, hA.2, hB.2]
    ext p
    simp only [kron, Pi.add_apply, Pi.smul_apply, smul_eq_mul]
    ring
  · -- the two bras differ by the cross term
    rw [product_eq_additive_add, add_eq_left, kron_eq_zero_iff]
```

In words: under `hA` and `hB`, $P$ is nonzero with $PM = (a+b)P$, and $P = S$ is equivalent to $l_A = 0$ or $l_B = 0$. The amplitudes may have reference components here. The three bullets are the three parts of step 3: nonvanishing from `kron_eq_zero_iff`, the eigenvalue from `kron_vecMul_kronSum`, and the equivalence by cancelling $S$ with `add_eq_left`. The third part uses neither `hA` nor `hB`.

```lean
/-- If `e0 + lA`, `e0 + lB` are left eigenvectors of `A`, `B` with eigenvalues `a`, `b`, if
`lA`, `lB` have no reference component and `a + b` is non-degenerate for `A ⊗ 1 + 1 ⊗ B`, the
additive bra is a left eigenvector with eigenvalue `a + b` exactly when `lA` or `lB`
vanishes. -/
theorem additive_isLeftEig_iff (i0 : m) (j0 : n) (lA : m → K) (lB : n → K)
    (A : Matrix m m K) (B : Matrix n n K) (a b : K) (h0A : lA i0 = 0) (h0B : lB j0 = 0)
    (hA : IsLeftEig (ref i0 + lA) A a) (hB : IsLeftEig (ref j0 + lB) B b)
    (hnd : Nondegenerate (kronSum A B) (a + b)) :
    IsLeftEig (additiveBra i0 j0 lA lB) (kronSum A B) (a + b) ↔ lA = 0 ∨ lB = 0 := by
  obtain ⟨hP, hiff⟩ := lambda_separability i0 j0 lA lB A B a b hA hB
  constructor
  · intro h
    -- non-degeneracy makes the additive bra a multiple of the product bra
    obtain ⟨c, hc⟩ := hnd _ _ h hP
    refine (additive_isProduct_iff i0 j0 lA lB h0A h0B).1
      ⟨c • (ref i0 + lA), ref j0 + lB, ?_⟩
    rw [hc]
    ext p
    simp only [kron, Pi.smul_apply, smul_eq_mul, mul_assoc]
  · intro h
    rw [← hiff.2 h]
    exact hP
```

This is (ii). Non-degeneracy of $a + b$ for the pair is assumed as `hnd`, and the statement concerns that eigenvalue only. The scalar `c` is absorbed into the first factor before `additive_isProduct_iff` is applied. If a fragment has a single basis state, its amplitude vector is forced to vanish and both sides of the equivalence are true.

```lean
/-- If `lA`, `lB` have no reference component, then for `VA ⊗ 1 + 1 ⊗ VB` the product bra and
the additive bra both give the sum of the fragment matrix elements with the reference. -/
theorem expval_kronSum (i0 : m) (j0 : n) (lA : m → K) (lB : n → K)
    (VA : Matrix m m K) (VB : Matrix n n K) (h0A : lA i0 = 0) (h0B : lB j0 = 0) :
    expval (kron (ref i0 + lA) (ref j0 + lB)) (kronSum VA VB) (i0, j0)
        = expval (ref i0 + lA) VA i0 + expval (ref j0 + lB) VB j0 ∧
      expval (additiveBra i0 j0 lA lB) (kronSum VA VB) (i0, j0)
        = expval (ref i0 + lA) VA i0 + expval (ref j0 + lB) VB j0 := by
  have a0 : (ref i0 : m → K) i0 = 1 := by simp [ref]
  have b0 : (ref j0 : n → K) j0 = 1 := by simp [ref]
  constructor
  · unfold expval
    rw [kron_vecMul_kronSum]
    simp only [Pi.add_apply, kron, a0, b0, h0A, h0B]
    ring
  · unfold expval additiveBra
    simp only [Matrix.add_vecMul, kron_vecMul_kronSum]
    simp only [Pi.add_apply, kron, a0, b0, h0A, h0B]
    ring
```

This is (iii); no eigenvector hypothesis is used. For $S$ the proof applies `kron_vecMul_kronSum` to each of the three terms instead of subtracting the cross term, and the values $1$ and $0$ of the reference components enter through `a0`, `b0`, `h0A` and `h0B`. For an operator that is a sum of fragment operators, the matrix element with the reference does not distinguish the two bras.

```lean
/-- For `VA ⊗ VB` the product bra gives the product of the fragment matrix elements with the
reference, and the additive bra gives this product minus `⟨lA|VA|0⟩ ⟨lB|VB|0⟩`. -/
theorem expval_kron (i0 : m) (j0 : n) (lA : m → K) (lB : n → K)
    (VA : Matrix m m K) (VB : Matrix n n K) :
    expval (kron (ref i0 + lA) (ref j0 + lB)) (VA ⊗ₖ VB) (i0, j0)
        = expval (ref i0 + lA) VA i0 * expval (ref j0 + lB) VB j0 ∧
      expval (additiveBra i0 j0 lA lB) (VA ⊗ₖ VB) (i0, j0)
        = expval (ref i0 + lA) VA i0 * expval (ref j0 + lB) VB j0
          - expval lA VA i0 * expval lB VB j0 := by
  constructor
  · unfold expval
    rw [kron_vecMul]
    rfl
  · unfold expval additiveBra
    simp only [Matrix.add_vecMul, kron_vecMul]
    simp only [Pi.add_apply, kron]
    ring
```

This is (iv), the case of an operator that acts on both fragments at once. Since `h0A` and `h0B` are absent, the matrix elements are in general unnormalised: the overlaps with the reference are $(1 + l_A(i_0))(1 + l_B(j_0))$ for $P$ and $1 + l_A(i_0) + l_B(j_0)$ for $S$. The missing term can vanish for particular operators although $l_A$ and $l_B$ do not.

```lean
/-- A non-symmetric two-level model operator. -/
def Hw : Matrix (Fin 2) (Fin 2) ℝ := !![0, -1; 0, 1]
```

This is a real two-level operator $H_w$ with rows $(0,-1)$ and $(0,1)$. Its first column is zero, the shape $\bar H$ has when the amplitude equations are solved and the energy is set to zero. The entries are chosen for easy arithmetic, and $H_w$ is not the $\bar H$ of a Hermitian two-level Hamiltonian: with cluster amplitude $t$, that would give the de-excitation amplitude $t^*/(1+|t|^2)$, at most $1/2$ in modulus, whereas here it is $1$.

```lean
/-- An amplitude vector for the two-level model. -/
def lw : Fin 2 → ℝ := ![0, 1]
```

With reference index $0$ and $l_w = (0,1)$, the fragment bra is $(1,1)$, and $(1,1)H_w = (0,\,-1+1) = (0,0)$. For two copies, write $w_{ij} = w(i,j)$. The component $(0,0)$ of $wM$ vanishes identically, and $wM = 0$ leaves

$$w_{01} - w_{00} = 0, \qquad w_{10} - w_{00} = 0, \qquad 2w_{11} - w_{01} - w_{10} = 0 .$$

These are `h1`, `h2`, `h3` inside `key`, and `linarith` concludes that all four components equal $w_{00}$. Two nonzero vectors of this kind are proportional with ratio $w_{00}/w'_{00}$, which is `hnd`. In the order $00, 01, 10, 11$ one has $P = (1,1,1,1)$ and $S = (1,1,1,0)$, and $S$ violates the third equation. The theorem reaches the same conclusion through `additive_isLeftEig_iff` with $a = b = 0$, so it is an instance of (ii) with nonzero amplitudes.

```lean
/-- For the two-level model `lw` is nonzero without reference component, `e0 + lw` is a left
eigenvector with eigenvalue 0, and 0 is non-degenerate for two copies; the additive bra of
two copies is not a left eigenvector with eigenvalue 0. -/
theorem two_level_witness :
    lw 0 = 0 ∧ lw ≠ 0 ∧ IsLeftEig (ref 0 + lw) Hw 0 ∧ Nondegenerate (kronSum Hw Hw) 0 ∧
      ¬ IsLeftEig (additiveBra 0 0 lw lw) (kronSum Hw Hw) 0 := by
  have h0 : lw 0 = 0 := by simp [lw]
  have hne : lw ≠ 0 := fun h => by simpa [lw] using congrFun h 1
  have he : IsLeftEig (ref 0 + lw) Hw 0 := by
    refine ⟨fun h => by simpa [lw, ref] using congrFun h 0, ?_⟩
    ext j
    fin_cases j <;> simp [ref, lw, Hw, Matrix.vecMul, dotProduct, Fin.sum_univ_two]
  -- every left null vector of the pair has equal components
  have key : ∀ w : Fin 2 × Fin 2 → ℝ, w ᵥ* kronSum Hw Hw = (0 : ℝ) • w →
      ∀ p, w p = w (0, 0) := by
    intro w h
    have h1 := congrFun h (0, 1)
    have h2 := congrFun h (1, 0)
    have h3 := congrFun h (1, 1)
    simp [kronSum, Hw, Matrix.vecMul, dotProduct, Fintype.sum_prod_type, Fin.sum_univ_two,
      Matrix.one_apply] at h1 h2 h3
    rintro ⟨i, j⟩
    fin_cases i <;> fin_cases j <;> simp <;> linarith
  have hnd : Nondegenerate (kronSum Hw Hw) 0 := by
    intro w w' hw hw'
    have hz : w' (0, 0) ≠ 0 := fun hz => hw'.1 (funext fun p => (key w' hw'.2 p).trans hz)
    refine ⟨w (0, 0) / w' (0, 0), funext fun p => ?_⟩
    rw [Pi.smul_apply, smul_eq_mul, key w hw.2 p, key w' hw'.2 p, div_mul_cancel₀ _ hz]
  refine ⟨h0, hne, he, hnd, fun h => ?_⟩
  have := (additive_isLeftEig_iff 0 0 lw lw Hw Hw 0 0 h0 h0 he he
    (by rwa [add_zero])).1 (by rwa [add_zero])
  exact hne (this.elim id id)

end LambdaSeparability
```

```lean
#print axioms LambdaSeparability.additive_isLeftEig_iff
#print axioms LambdaSeparability.expval_kronSum
#print axioms LambdaSeparability.expval_kron
```

```
'LambdaSeparability.additive_isLeftEig_iff' depends on axioms: [propext, Classical.choice, Quot.sound]
'LambdaSeparability.expval_kronSum' depends on axioms: [propext, Classical.choice, Quot.sound]
'LambdaSeparability.expval_kron' depends on axioms: [propext, Classical.choice, Quot.sound]
```
